# The flux-free Kitaev honeycomb spectrum with non-negative couplings is gapless exactly when each coupling is at most the sum of the other two

If I compute the flux-free Kitaev honeycomb spectrum on a finite momentum grid, the grid can step over the points where the energy touches zero, and a gapless set of couplings then looks gapped. I would rather have a criterion in the couplings alone. Let $J_x, J_y, J_z \ge 0$ be the exchange strengths on the three bond types, let $p = \mathbf{k}\cdot\mathbf{a}_1$ and $q = \mathbf{k}\cdot\mathbf{a}_2$ for the momentum $\mathbf{k}$ and two primitive lattice vectors $\mathbf{a}_1, \mathbf{a}_2$, and let

$$f(p,q) = J_x e^{ip} + J_y e^{iq} + J_z .$$

The claim I know is that $f$ has a zero at real momenta if and only if each coupling is at most the sum of the other two, and that for $J_z > J_x + J_y$ the minimum of $|f|$ is $J_z - J_x - J_y$. Can this be made rigorous, including the link between $|f|$ and the energies, and checked by machine?

## The minimum of |f| is the excess of one coupling over the other two, or zero

Yes. The argument treats $f$ as a sum of three arrows in the complex plane with lengths $J_x, J_y, J_z$. The first two can be turned freely, and a zero of $f$ means that the arrows close.

**Energies.** In the flux-free sector the Majorana Bloch Hamiltonian is

$$H = \begin{pmatrix} 0 & i f \\ -i f^* & 0 \end{pmatrix},$$

with the overall energy prefactor set to one. Then $\det(E - H) = E^2 - (if)(-if^*) = E^2 - |f|^2$, so the eigenvalues are $\pm|f|$. The minimum of $|f|$ over momenta is the distance of the spectrum from zero energy.

**Lower bound.** Since $|e^{ip}| = |e^{iq}| = 1$, the triangle inequality gives

$$J_z = |f - J_x e^{ip} - J_y e^{iq}| \le |f| + J_x + J_y ,$$

hence $|f| \ge J_z - J_x - J_y$. Isolating the other two terms in the same way gives $|f| \ge J_x - J_y - J_z$ and $|f| \ge J_y - J_x - J_z$. If $f = 0$ somewhere, all three differences are at most zero, which is the triangle condition.

**A zero inside the triangle region.** Suppose that each coupling is at most the sum of the other two, and let $g(p) = |J_x e^{ip} + J_z|$. Then $g(0) = J_x + J_z \ge J_y$ and $g(\pi) = |J_z - J_x| \le J_y$. As $g$ is continuous, some $p$ in $[0,\pi]$ has $g(p) = J_y$. The number $-(J_x e^{ip} + J_z)$ therefore has modulus $J_y$ and can be written as $J_y e^{iq}$, with $q$ its argument (any $q$ will do if $J_y = 0$). For this pair, $f(p,q) = 0$.

**The minimum outside it.** If one coupling exceeds the sum of the other two, momenta $0$ and $\pi$ attain the lower bound:

- for $J_z > J_x + J_y$, $|f(\pi,\pi)| = J_z - J_x - J_y$;
- for $J_y > J_x + J_z$, $|f(0,\pi)| = J_y - J_x - J_z$;
- for $J_x > J_y + J_z$, $|f(\pi,0)| = J_x - J_y - J_z$.

Together, for all non-negative couplings,

$$\min_{p,q} |f| = \max(0,\; J_x - J_y - J_z,\; J_y - J_x - J_z,\; J_z - J_x - J_y).$$

**Where the minimum sits.** Let $J_x, J_y > 0$ and $J_x + J_y \le J_z$. Then

$$|f| \ge \operatorname{Re} f = (J_z - J_x - J_y) + J_x(1 + \cos p) + J_y(1 + \cos q).$$

The last two terms are non-negative, so $|f| = J_z - J_x - J_y$ forces $\cos p = \cos q = -1$. Conversely, at such momenta both sines vanish and $f$ is the real number $J_z - J_x - J_y \ge 0$.

**Where the zeros sit.** If $f = 0$, then $J_x e^{ip} + J_z = -J_y e^{iq}$. Taking squared moduli gives $2 J_x J_z \cos p = J_y^2 - J_x^2 - J_z^2$. Isolating the $J_x$ term instead gives $2 J_y J_z \cos q = J_x^2 - J_y^2 - J_z^2$.

Here is the complete Lean 4 file.

```lean
import Mathlib

open Matrix ComplexConjugate

namespace KitaevFluxFree

noncomputable section

/-- The flux-free Kitaev amplitude `f(p,q) = Jx exp(ip) + Jy exp(iq) + Jz`. -/
def amplitude (Jx Jy Jz p q : ℝ) : ℂ :=
  Jx * Complex.exp (p * Complex.I) + Jy * Complex.exp (q * Complex.I) + Jz

/-- The Majorana Bloch Hamiltonian on the two sublattices of the honeycomb,
with the overall energy prefactor set to one. -/
def blochHamiltonian (Jx Jy Jz p q : ℝ) : Matrix (Fin 2) (Fin 2) ℂ :=
  !![0, Complex.I * amplitude Jx Jy Jz p q;
     -(Complex.I * conj (amplitude Jx Jy Jz p q)), 0]

/-- The eigenvalues of the Bloch Hamiltonian at momentum `(p,q)` are exactly `|f|` and `-|f|`. -/
theorem eigenvalue_iff (Jx Jy Jz p q : ℝ) (E : ℂ) :
    (∃ v : Fin 2 → ℂ, v ≠ 0 ∧ blochHamiltonian Jx Jy Jz p q *ᵥ v = E • v) ↔
      E = (‖amplitude Jx Jy Jz p q‖ : ℂ) ∨ E = -(‖amplitude Jx Jy Jz p q‖ : ℂ) := by
  have hM : E • (1 : Matrix (Fin 2) (Fin 2) ℂ) - blochHamiltonian Jx Jy Jz p q =
      !![E, -(Complex.I * amplitude Jx Jy Jz p q);
         Complex.I * conj (amplitude Jx Jy Jz p q), E] := by
    ext i j
    fin_cases i <;> fin_cases j <;> simp [blochHamiltonian]
  -- the secular determinant is `E² - |f|²`
  have hdet : (E • (1 : Matrix (Fin 2) (Fin 2) ℂ) - blochHamiltonian Jx Jy Jz p q).det =
      E ^ 2 - (‖amplitude Jx Jy Jz p q‖ : ℂ) ^ 2 := by
    rw [hM, Matrix.det_fin_two_of]
    linear_combination (amplitude Jx Jy Jz p q * conj (amplitude Jx Jy Jz p q)) * Complex.I_sq
      - Complex.mul_conj' (amplitude Jx Jy Jz p q)
  rw [← sq_eq_sq_iff_eq_or_eq_neg, ← sub_eq_zero, ← hdet, ← Matrix.exists_mulVec_eq_zero_iff]
  refine exists_congr fun v => and_congr_right fun _ => ?_
  rw [Matrix.sub_mulVec, Matrix.smul_mulVec, Matrix.one_mulVec, sub_eq_zero, eq_comm]

/-- Real and imaginary parts of the amplitude. -/
theorem amplitude_re_im (Jx Jy Jz p q : ℝ) :
    (amplitude Jx Jy Jz p q).re = Jx * Real.cos p + Jy * Real.cos q + Jz ∧
      (amplitude Jx Jy Jz p q).im = Jx * Real.sin p + Jy * Real.sin q := by
  constructor <;>
    simp only [amplitude, Complex.add_re, Complex.add_im, Complex.mul_re, Complex.mul_im,
      Complex.ofReal_re, Complex.ofReal_im, Complex.exp_ofReal_mul_I_re,
      Complex.exp_ofReal_mul_I_im, zero_mul, sub_zero, add_zero]

/-- Where both sines vanish, `|f|` is the absolute value of a signed sum of couplings,
the signs being the cosines of the momenta. -/
theorem norm_of_sin_eq_zero (Jx Jy Jz : ℝ) {p q : ℝ} (hp : Real.sin p = 0)
    (hq : Real.sin q = 0) :
    ‖amplitude Jx Jy Jz p q‖ = |Jx * Real.cos p + Jy * Real.cos q + Jz| := by
  have h : amplitude Jx Jy Jz p q = ((Jx * Real.cos p + Jy * Real.cos q + Jz : ℝ) : ℂ) := by
    apply Complex.ext
    · rw [(amplitude_re_im Jx Jy Jz p q).1, Complex.ofReal_re]
    · rw [(amplitude_re_im Jx Jy Jz p q).2, Complex.ofReal_im, hp, hq]
      ring
  rw [h, Complex.norm_real, Real.norm_eq_abs]

/-- For non-negative couplings, `|f|` is at every momentum at least each coupling minus the other
two. -/
theorem coupling_excess_le {Jx Jy Jz : ℝ} (hx : 0 ≤ Jx) (hy : 0 ≤ Jy) (hz : 0 ≤ Jz)
    (p q : ℝ) :
    Jx - Jy - Jz ≤ ‖amplitude Jx Jy Jz p q‖ ∧ Jy - Jx - Jz ≤ ‖amplitude Jx Jy Jz p q‖ ∧
      Jz - Jx - Jy ≤ ‖amplitude Jx Jy Jz p q‖ := by
  have key : ∀ a b c : ℂ, ‖c‖ - ‖a‖ - ‖b‖ ≤ ‖a + b + c‖ := by
    intro a b c
    have h1 := norm_sub_le (a + b + c) (a + b)
    have h2 := norm_add_le a b
    rw [add_sub_cancel_left] at h1
    linarith
  have hn : ∀ J t : ℝ, 0 ≤ J → ‖(J : ℂ) * Complex.exp (t * Complex.I)‖ = J := by
    intro J t hJ
    rw [norm_mul, Complex.norm_exp_ofReal_mul_I, mul_one, Complex.norm_real,
      Real.norm_of_nonneg hJ]
  have hJz : ‖(Jz : ℂ)‖ = Jz := by rw [Complex.norm_real, Real.norm_of_nonneg hz]
  have h1 := key (Jy * Complex.exp (q * Complex.I)) Jz (Jx * Complex.exp (p * Complex.I))
  have h2 := key (Jx * Complex.exp (p * Complex.I)) Jz (Jy * Complex.exp (q * Complex.I))
  have h3 := key (Jx * Complex.exp (p * Complex.I)) (Jy * Complex.exp (q * Complex.I)) Jz
  rw [hn Jx p hx, hn Jy q hy, hJz] at h1 h2 h3
  refine ⟨h1.trans_eq ?_, h2.trans_eq ?_, h3⟩ <;>
    · unfold amplitude
      congr 1
      ring

/-- For non-negative couplings, the spectrum is gapless, meaning that `f` vanishes at some real
momentum, if and only if each coupling is at most the sum of the other two. -/
theorem gapless_iff {Jx Jy Jz : ℝ} (hx : 0 ≤ Jx) (hy : 0 ≤ Jy) (hz : 0 ≤ Jz) :
    (∃ p q : ℝ, amplitude Jx Jy Jz p q = 0) ↔
      Jx ≤ Jy + Jz ∧ Jy ≤ Jx + Jz ∧ Jz ≤ Jx + Jy := by
  constructor
  · rintro ⟨p, q, h⟩
    obtain ⟨h1, h2, h3⟩ := coupling_excess_le hx hy hz p q
    rw [h, norm_zero] at h1 h2 h3
    exact ⟨by linarith, by linarith, by linarith⟩
  · rintro ⟨h1, h2, h3⟩
    -- tune `p` until `Jx exp(ip) + Jz` has modulus `Jy`
    have hcont : Continuous fun p : ℝ => ‖amplitude Jx 0 Jz p 0‖ := by
      unfold amplitude
      fun_prop
    have hpi : ‖amplitude Jx 0 Jz Real.pi 0‖ ≤ Jy := by
      rw [norm_of_sin_eq_zero _ _ _ Real.sin_pi Real.sin_zero, Real.cos_pi, abs_le]
      constructor <;> linarith
    have h0 : Jy ≤ ‖amplitude Jx 0 Jz 0 0‖ := by
      rw [norm_of_sin_eq_zero _ _ _ Real.sin_zero Real.sin_zero, Real.cos_zero]
      refine le_trans ?_ (le_abs_self _)
      linarith
    obtain ⟨p, -, hp⟩ := intermediate_value_Icc' Real.pi_pos.le hcont.continuousOn ⟨hpi, h0⟩
    have hp' : ‖amplitude Jx 0 Jz p 0‖ = Jy := hp
    -- choose the phase `q` so that the remaining term cancels it
    have hq := Complex.norm_mul_exp_arg_mul_I (-amplitude Jx 0 Jz p 0)
    rw [norm_neg, hp'] at hq
    refine ⟨p, Complex.arg (-amplitude Jx 0 Jz p 0), ?_⟩
    have hsplit : ∀ q : ℝ, amplitude Jx Jy Jz p q =
        amplitude Jx 0 Jz p 0 + Jy * Complex.exp (q * Complex.I) := by
      intro q
      unfold amplitude
      push_cast
      ring
    rw [hsplit, hq, add_neg_cancel]

/-- For non-negative couplings, the minimum of `|f|` over all momenta is the largest of zero and the
three differences "one coupling minus the other two". -/
theorem isLeast_norm {Jx Jy Jz : ℝ} (hx : 0 ≤ Jx) (hy : 0 ≤ Jy) (hz : 0 ≤ Jz) :
    IsLeast (Set.range fun k : ℝ × ℝ => ‖amplitude Jx Jy Jz k.1 k.2‖)
      (max 0 (max (Jx - Jy - Jz) (max (Jy - Jx - Jz) (Jz - Jx - Jy)))) := by
  have hlow : ∀ p q : ℝ, max 0 (max (Jx - Jy - Jz) (max (Jy - Jx - Jz) (Jz - Jx - Jy))) ≤
      ‖amplitude Jx Jy Jz p q‖ := by
    intro p q
    obtain ⟨h1, h2, h3⟩ := coupling_excess_le hx hy hz p q
    exact max_le (norm_nonneg _) (max_le h1 (max_le h2 h3))
  obtain ⟨p, q, h⟩ : ∃ p q : ℝ, ‖amplitude Jx Jy Jz p q‖ ≤
      max 0 (max (Jx - Jy - Jz) (max (Jy - Jx - Jz) (Jz - Jx - Jy))) := by
    by_cases h1 : Jx ≤ Jy + Jz
    · by_cases h2 : Jy ≤ Jx + Jz
      · by_cases h3 : Jz ≤ Jx + Jy
        · obtain ⟨p, q, h⟩ := (gapless_iff hx hy hz).2 ⟨h1, h2, h3⟩
          exact ⟨p, q, by rw [h, norm_zero]; exact le_max_left _ _⟩
        · refine ⟨Real.pi, Real.pi, le_max_of_le_right (le_max_of_le_right
            (le_max_of_le_right ?_))⟩
          rw [norm_of_sin_eq_zero _ _ _ Real.sin_pi Real.sin_pi, Real.cos_pi, abs_le]
          constructor <;> linarith
      · refine ⟨0, Real.pi, le_max_of_le_right (le_max_of_le_right (le_max_of_le_left ?_))⟩
        rw [norm_of_sin_eq_zero _ _ _ Real.sin_zero Real.sin_pi, Real.cos_pi, Real.cos_zero,
          abs_le]
        constructor <;> linarith
    · refine ⟨Real.pi, 0, le_max_of_le_right (le_max_of_le_left ?_)⟩
      rw [norm_of_sin_eq_zero _ _ _ Real.sin_pi Real.sin_zero, Real.cos_pi, Real.cos_zero,
        abs_le]
      constructor <;> linarith
  refine ⟨⟨(p, q), le_antisymm h (hlow p q)⟩, ?_⟩
  rintro _ ⟨k, rfl⟩
  exact hlow k.1 k.2

/-- For non-negative `Jx`, `Jy` with `Jx + Jy ≤ Jz`, the minimum of `|f|` is `Jz - Jx - Jy`. -/
theorem isLeast_norm_of_dominant {Jx Jy Jz : ℝ} (hx : 0 ≤ Jx) (hy : 0 ≤ Jy)
    (h : Jx + Jy ≤ Jz) :
    IsLeast (Set.range fun k : ℝ × ℝ => ‖amplitude Jx Jy Jz k.1 k.2‖) (Jz - Jx - Jy) := by
  have hmin := isLeast_norm hx hy (by linarith : 0 ≤ Jz)
  rwa [max_eq_right (by linarith : Jy - Jx - Jz ≤ Jz - Jx - Jy),
    max_eq_right (by linarith : Jx - Jy - Jz ≤ Jz - Jx - Jy),
    max_eq_right (by linarith : 0 ≤ Jz - Jx - Jy)] at hmin

/-- For positive `Jx`, `Jy` with `Jx + Jy ≤ Jz`, the value `Jz - Jx - Jy` of `|f|` is
attained exactly at the momenta with `cos p = cos q = -1`. -/
theorem norm_eq_gap_iff {Jx Jy Jz : ℝ} (hx : 0 < Jx) (hy : 0 < Jy) (h : Jx + Jy ≤ Jz)
    (p q : ℝ) :
    ‖amplitude Jx Jy Jz p q‖ = Jz - Jx - Jy ↔ Real.cos p = -1 ∧ Real.cos q = -1 := by
  constructor
  · intro hE
    -- the real part of `f` is already at least the gap
    have hre := (le_abs_self _).trans (Complex.abs_re_le_norm (amplitude Jx Jy Jz p q))
    rw [(amplitude_re_im Jx Jy Jz p q).1, hE] at hre
    have hp := Real.neg_one_le_cos p
    have hq := Real.neg_one_le_cos q
    have hp' : 0 ≤ Jx * (Real.cos p + 1) := mul_nonneg hx.le (by linarith)
    have hq' : 0 ≤ Jy * (Real.cos q + 1) := mul_nonneg hy.le (by linarith)
    exact ⟨le_antisymm (by nlinarith) hp, le_antisymm (by nlinarith) hq⟩
  · rintro ⟨hp, hq⟩
    have hsin : ∀ t : ℝ, Real.cos t = -1 → Real.sin t = 0 := by
      intro t ht
      have h1 := Real.sin_sq_add_cos_sq t
      rw [ht] at h1
      exact (pow_eq_zero_iff two_ne_zero).1 (by linarith)
    rw [norm_of_sin_eq_zero _ _ _ (hsin p hp) (hsin q hq), hp, hq,
      abs_of_nonneg (by linarith)]
    ring

/-- At any zero of `f`, the couplings determine the products `2 Jx Jz cos p` and `2 Jy Jz cos q`. -/
theorem zero_momenta {Jx Jy Jz p q : ℝ} (h : amplitude Jx Jy Jz p q = 0) :
    2 * Jx * Jz * Real.cos p = Jy ^ 2 - Jx ^ 2 - Jz ^ 2 ∧
      2 * Jy * Jz * Real.cos q = Jx ^ 2 - Jy ^ 2 - Jz ^ 2 := by
  obtain ⟨hr, hi⟩ := amplitude_re_im Jx Jy Jz p q
  rw [h, Complex.zero_re] at hr
  rw [h, Complex.zero_im] at hi
  have hp := Real.sin_sq_add_cos_sq p
  have hq := Real.sin_sq_add_cos_sq q
  constructor
  · linear_combination (-(Jx * Real.cos p + Jz - Jy * Real.cos q)) * hr
      - (Jx * Real.sin p - Jy * Real.sin q) * hi - Jx ^ 2 * hp + Jy ^ 2 * hq
  · linear_combination (-(Jy * Real.cos q + Jz - Jx * Real.cos p)) * hr
      - (Jy * Real.sin q - Jx * Real.sin p) * hi - Jy ^ 2 * hq + Jx ^ 2 * hp

end

end KitaevFluxFree
```

```lean
#print axioms KitaevFluxFree.gapless_iff
#print axioms KitaevFluxFree.isLeast_norm_of_dominant
#print axioms KitaevFluxFree.norm_eq_gap_iff
#print axioms KitaevFluxFree.zero_momenta
```

```
'KitaevFluxFree.gapless_iff' depends on axioms: [propext, Classical.choice, Quot.sound]
'KitaevFluxFree.isLeast_norm_of_dominant' depends on axioms: [propext, Classical.choice, Quot.sound]
'KitaevFluxFree.norm_eq_gap_iff' depends on axioms: [propext, Classical.choice, Quot.sound]
'KitaevFluxFree.zero_momenta' depends on axioms: [propext, Classical.choice, Quot.sound]
```

## What the theorems say about the honeycomb model

`amplitude` is $f$, with real couplings and real momenta. The momenta range over all of $\mathbb{R}$, which covers the Brillouin zone repeatedly because $f$ is $2\pi$-periodic in each. `blochHamiltonian` is the matrix $H$ on the two sublattices. Its unit prefactor stands for the energy scale fixed by the normalisation of the Majorana operators and the exchange term; restoring it rescales every energy.

`eigenvalue_iff` says that a complex number $E$ has a nonzero vector $v$ with $Hv = Ev$ exactly when $E = |f|$ or $E = -|f|$. It needs no sign condition on the couplings.

`gapless_iff` is the criterion you asked for, with "gapless" meaning that `amplitude` vanishes at some pair of real momenta. The boundary, where one coupling equals the sum of the other two, counts as gapless.

`isLeast_norm` gives the minimum for all non-negative couplings. `IsLeast` of a `Set.range` means that the number is a value of $|f|$ at some momentum and that no value lies below it. `isLeast_norm_of_dominant` is your second claim, with $J_z = J_x + J_y$ allowed as well.

`norm_eq_gap_iff` locates the minimum and requires $J_x$ and $J_y$ to be strictly positive: if $J_x = 0$, for instance, $p$ is arbitrary. `zero_momenta` gives necessary conditions for a zero, for couplings of any sign. They constrain only the cosines, while the vanishing imaginary part also ties $\sin p$ to $\sin q$.

The file starts from the Bloch matrix. The reduction of the spin model to Majorana fermions, and the question of which flux sector contains the ground state, are taken as background. Flux excitations, magnetic fields and further exchange terms are absent. For the quadratic Majorana problem on the infinite lattice, the formula supplies an exact reference value, in units of the energy prefactor, for the numerically computed distance of the spectrum from zero energy (the separation of the two bands is twice that); a finite cluster with periodic boundaries samples only discrete momenta and may have a larger minimum. Open edges are not covered.

## How the Lean proof follows the arrows

In `eigenvalue_iff`, `hM` writes out $E - H$ and `hdet` computes its determinant from $i^2 = -1$ and $f f^* = |f|^2$. The lemma `Matrix.exists_mulVec_eq_zero_iff` then turns a vanishing determinant into a nonzero eigenvector.

`amplitude_re_im` splits $f$ into real and imaginary parts. `norm_of_sin_eq_zero` uses this to evaluate $|f|$ where both sines vanish, which handles every evaluation at $0$ and $\pi$.

`coupling_excess_le` is the lower bound. Its inner statement `key` is the triangle inequality for three complex numbers, used once for each coupling, and `hn` says that a phase factor leaves the modulus unchanged.

In `gapless_iff`, the forward direction puts $|f| = 0$ into these bounds. For the converse, `amplitude Jx 0 Jz p 0` plays the role of $J_x e^{ip} + J_z$. The endpoint estimates are `hpi` and `h0`, and `intermediate_value_Icc'` supplies $p$. The phase $q$ is `Complex.arg` of the negated number, and `hsplit` reassembles $f$ so that the two parts cancel.

`isLeast_norm` combines the lower bound `hlow` with a case split on the three triangle inequalities: if all hold, `gapless_iff` supplies a zero, and otherwise the matching momenta from the list above are inserted. `isLeast_norm_of_dominant` then simplifies the maximum.

`norm_eq_gap_iff` compares $|f|$ with its real part, and `nlinarith` extracts the two cosines from the non-negative terms. In `zero_momenta`, write $A = J_x e^{ip} + J_z$ and $B = J_y e^{iq}$. The first `linear_combination` multiplies the real and imaginary parts of $A + B = 0$ by those of $A - B$ and adds them, which yields $|A|^2 - |B|^2 = 0$. The second does the same with the roles of $J_x$ and $J_y$ exchanged.
